# Every spin one-half state inside the Bloch ball is a mixture of the two pure states at the ends of any chord through it

A Bloch vector is taken here to be a plain triple of real numbers, `r : Fin 3 → ℝ`, whose length is measured by the dot product r·r, written `r ⬝ᵥ r`. The condition |r| < 1 therefore appears as r·r < 1. Mathlib's built-in norm on this type is the largest absolute component, so its unit ball would be a cube.

The components are r₀, r₁, r₂ along x, y, z, the identity matrix is I, and the imaginary unit is i. That the density matrices of a single spin one-half are exactly the matrices (I + r·σ)/2 with r·r ≤ 1 is the usual parametrisation, adopted here and not derived.

For such a spin, and for ensembles of two pure states, the problems show that the density matrix of a mixed state does not determine the ensemble behind it.

```lean
import Mathlib

open Matrix

namespace BlochEnsembles

noncomputable section
```

The vector σ collects the three Pauli matrices.

```lean
/-- The three Pauli matrices, in the order x, y, z. -/
def pauli : Fin 3 → Matrix (Fin 2) (Fin 2) ℂ :=
  ![!![0, 1; 1, 0], !![0, -Complex.I; Complex.I, 0], !![1, 0; 0, -1]]
```

The matrix ρ(r) = (I + r·σ)/2 is `blochState r`. It is defined for every real r, including vectors outside the ball.

```lean
/-- The spin one-half operator `(I + r·σ)/2` with Bloch vector `r`. -/
def blochState (r : Fin 3 → ℝ) : Matrix (Fin 2) (Fin 2) ℂ :=
  (1 / 2 : ℂ) • (1 + ∑ k, (r k : ℂ) • pauli k)
```

Purity is a property of the matrix and does not mention r: ρ is Hermitian, has trace one and satisfies ρ² = ρ.

```lean
/-- A pure state of a spin one-half: a Hermitian projector of trace one. -/
def IsPure (ρ : Matrix (Fin 2) (Fin 2) ℂ) : Prop :=
  ρ.IsHermitian ∧ ρ.trace = 1 ∧ ρ * ρ = ρ
```

One more definition attaches a number to a point r and a direction u. Its geometric meaning is the subject of part (f).

```lean
/-- The real number `√((r·u)² + 1 - r·r) - r·u` attached to two vectors `r` and `u`. -/
def chord (r u : Fin 3 → ℝ) : ℝ :=
  Real.sqrt ((r ⬝ᵥ u) ^ 2 + 1 - r ⬝ᵥ r) - r ⬝ᵥ u
```

## (a) Matrix elements

Show that, in the basis of σ_z,

ρ(r) = ½ [ 1 + r₂, r₀ − i r₁ ; r₀ + i r₁, 1 − r₂ ].

Solution. The matrix σ_x puts r₀ in both off-diagonal places, σ_y puts −i r₁ above and +i r₁ below the diagonal, and σ_z puts r₂ and −r₂ on it. Add I and halve. The Lean proof compares the four entries one at a time.

```lean
/-- The matrix elements of the state with Bloch vector `r` in the basis of `σ_z`. -/
theorem blochState_entries (r : Fin 3 → ℝ) :
    blochState r = !![(1 + (r 2 : ℂ)) / 2, ((r 0 : ℂ) - Complex.I * (r 1 : ℂ)) / 2;
      ((r 0 : ℂ) + Complex.I * (r 1 : ℂ)) / 2, (1 - (r 2 : ℂ)) / 2] := by
  ext i j
  fin_cases i <;> fin_cases j <;>
    simp [blochState, pauli, Fin.sum_univ_three] <;> ring
```

## (b) The square of the state

Show that

ρ(r)² = ρ(r) + ¼ (r·r − 1) I.

Solution. Write M = r·σ. Both diagonal entries of M² are r₂² + (r₀ − i r₁)(r₀ + i r₁) = r·r. The off-diagonal entries cancel, because the diagonal entries of M are r₂ and −r₂. Hence M² = (r·r) I, and

ρ² = ¼ (I + 2M + (r·r) I) = ½ (I + M) + ¼ (r·r − 1) I.

Lean multiplies the matrices from (a) directly. Where ordinary algebra does not suffice, `Complex.I_sq` supplies i² = −1.

```lean
/-- The square of `(I + r·σ)/2` differs from the operator itself by `(r·r - 1)/4` times
the identity. -/
theorem blochState_mul_self (r : Fin 3 → ℝ) :
    blochState r * blochState r =
      blochState r + (((r ⬝ᵥ r - 1) / 4 : ℝ) : ℂ) • (1 : Matrix (Fin 2) (Fin 2) ℂ) := by
  rw [blochState_entries]
  ext i j
  fin_cases i <;> fin_cases j <;>
    simp [Matrix.mul_apply, Fin.sum_univ_two, dotProduct, Fin.sum_univ_three] <;>
    first
    | ring1
    | linear_combination (-(r 1 : ℂ) ^ 2 / 4) * Complex.I_sq
```

## (c) Which Bloch vectors are pure

Show that

ρ(r) is pure ⇔ r·r = 1.

Solution. If ρ² = ρ, then (b) leaves ¼ (r·r − 1) I = 0, so r·r = 1. Lean reads this off the upper left entry. Conversely, (a) shows that ρ(r) is Hermitian with trace one for every r, and r·r = 1 removes the extra term in (b), so ρ² = ρ.

```lean
/-- The operator `(I + r·σ)/2` is a pure state exactly when `r` is a unit vector. -/
theorem isPure_blochState_iff (r : Fin 3 → ℝ) : IsPure (blochState r) ↔ r ⬝ᵥ r = 1 := by
  constructor
  · rintro ⟨_, _, h⟩
    rw [blochState_mul_self] at h
    have h1 : (((r ⬝ᵥ r - 1) / 4 : ℝ) : ℂ) = 0 := by
      have h0 := congrFun (congrFun h 0) 0
      simp only [Matrix.add_apply, Matrix.smul_apply, Matrix.one_apply_eq, smul_eq_mul,
        mul_one] at h0
      linear_combination h0
    have h2 := Complex.ofReal_eq_zero.mp h1
    linarith
  · intro h
    refine ⟨?_, ?_, ?_⟩
    · rw [blochState_entries]
      ext i j
      fin_cases i <;> fin_cases j <;> simp [Matrix.conjTranspose_apply]
      all_goals ring
    · rw [blochState_entries, Matrix.trace_fin_two]
      simp only [Matrix.of_apply, Matrix.cons_val', Matrix.cons_val_zero, Matrix.cons_val_one,
        Matrix.cons_val_fin_one]
      ring
    · rw [blochState_mul_self, h]
      simp
```

## (d) Mixing states mixes Bloch vectors

For real p and q with p + q = 1, show that

ρ(p a + q b) = p ρ(a) + q ρ(b).

Solution. The right-hand side is ½ ((p + q) I + (p a + q b)·σ), and p + q = 1. The signs of the weights play no part. Lean substitutes q = 1 − p and again compares entries.

```lean
/-- Mixing two states with weights `p` and `q` mixes their Bloch vectors with the same
weights. -/
theorem blochState_mix (a b : Fin 3 → ℝ) {p q : ℝ} (hpq : p + q = 1) :
    blochState (p • a + q • b) = p • blochState a + q • blochState b := by
  obtain rfl : q = 1 - p := by linarith
  simp only [blochState_entries]
  ext i j
  fin_cases i <;> fin_cases j <;> simp <;> ring
```

## (e) Reading the Bloch vector back

Show that

ρ(a) = ρ(b) ⇒ a = b.

Solution. With rows and columns numbered from 0, part (a) gives

r₀ = 2 Re ρ₁₀, r₁ = 2 Im ρ₁₀, r₂ = 2 Re ρ₀₀ − 1.

Equal matrices therefore have equal Bloch vectors. The three cases of the Lean proof use these three formulas. A program that stores ρ as a 2×2 array can extract the Bloch vector with the same three lines.

```lean
/-- Different Bloch vectors describe different states. -/
theorem blochState_injective : Function.Injective blochState := by
  intro a b h
  funext k
  fin_cases k
  · simpa [blochState_entries] using congrArg (fun M => (M 1 0).re) h
  · simpa [blochState_entries] using congrArg (fun M => (M 1 0).im) h
  · simpa [blochState_entries] using congrArg (fun M => (M 0 0).re) h
```

## (f) Where a ray leaves the ball

Let r·r < 1 and u·u = 1, and put c = r·u. Show that, for real s,

s > 0 and |r + s u|² = 1 ⇔ s = √(c² + 1 − r·r) − c.

Solution. Let q be the square root. Since 1 − r·r > 0, we have q² > c², so q > c and q > −c. Expanding the length gives

|r + s u|² − 1 = s² + 2cs + r·r − 1 = (s − (q − c)) (s + c + q).

The root q − c is positive and the root −c − q is negative, so exactly one positive solution remains. This is `chord r u`.

In Lean, `hline` is the expansion, `h1` and `h2` are the two inequalities for q, and `hf` is the factorisation.

In floating-point code the subtraction q − c loses digits when c > 0 and 1 − r·r is much smaller than c². The equal expression (1 − r·r)/(q + c) is accurate there if 1 − r·r is known accurately. Computing 1 − r·r from the components of a vector close to the sphere loses digits too.

```lean
/-- From a point `r` inside the Bloch ball, the ray along a unit vector `u` meets the sphere
at exactly one positive distance, `chord r u`. -/
theorem ray_meets_sphere {r u : Fin 3 → ℝ} (hr : r ⬝ᵥ r < 1) (hu : u ⬝ᵥ u = 1) (s : ℝ) :
    (0 < s ∧ (r + s • u) ⬝ᵥ (r + s • u) = 1) ↔ s = chord r u := by
  have hline : (r + s • u) ⬝ᵥ (r + s • u)
      = r ⬝ᵥ r + 2 * s * (r ⬝ᵥ u) + s ^ 2 * (u ⬝ᵥ u) := by
    simp only [dotProduct, Fin.sum_univ_three, Pi.add_apply, Pi.smul_apply, smul_eq_mul]
    ring
  rw [hline, hu]
  unfold chord
  have hq := Real.sq_sqrt (show 0 ≤ (r ⬝ᵥ u) ^ 2 + 1 - r ⬝ᵥ r by
    nlinarith [sq_nonneg (r ⬝ᵥ u)])
  have h1 : r ⬝ᵥ u < Real.sqrt ((r ⬝ᵥ u) ^ 2 + 1 - r ⬝ᵥ r) :=
    Real.lt_sqrt_of_sq_lt (by linarith)
  have h2 : -(r ⬝ᵥ u) < Real.sqrt ((r ⬝ᵥ u) ^ 2 + 1 - r ⬝ᵥ r) :=
    Real.lt_sqrt_of_sq_lt (by rw [neg_sq]; linarith)
  generalize Real.sqrt ((r ⬝ᵥ u) ^ 2 + 1 - r ⬝ᵥ r) = q at hq h1 h2 ⊢
  constructor
  · rintro ⟨hs, h⟩
    -- the quadratic factorises, and its second root is negative
    have hf : (s - (q - r ⬝ᵥ u)) * (s + r ⬝ᵥ u + q) = 0 := by
      linear_combination h - hq
    rcases mul_eq_zero.mp hf with h0 | h0 <;> linarith
  · intro h
    exact ⟨by linarith, by linear_combination hq + (s + r ⬝ᵥ u + q) * h⟩
```

## (g) Two pure states at the ends of any chord

Let r·r < 1 and u·u = 1. Find s, t > 0 such that ρ(r + s u) and ρ(r − t u) are pure and

ρ(r) = t/(s+t) ρ(r + s u) + s/(s+t) ρ(r − t u).

Solution. Apply (f) to u and to −u, which gives s = `chord r u` and t = `chord r (-u)`. By (c), both end points are pure. The weights are positive and add up to one, and

t/(s+t) (r + s u) + s/(s+t) (r − t u) = r + (ts − st)/(s+t) u = r.

Part (d) carries this identity over to the states. The Lean proof follows the same order, and `field_simp` with `ring` settles the last line component by component. At the centre, r = 0, the formula gives s = t = 1 and equal weights for every u. The two pure states are spin up and spin down along u only if r is a multiple of u; otherwise they are not even orthogonal.

If the spin starts uncorrelated with everything else and the evolution is linear in the density matrix, a simulation can use this to replace a mixed initial spin by random pure ones: draw r + s u with probability t/(s+t) and r − t u otherwise. The average of any expectation value, weighted with these probabilities, is its value in ρ(r); the mean over a finite number of draws estimates it.

```lean
/-- A state with Bloch vector inside the ball is, along every direction `u`, a strict convex
mixture of the two pure states at the ends of the chord through `r` parallel to `u`. -/
theorem mixture_along_every_direction {r u : Fin 3 → ℝ} (hr : r ⬝ᵥ r < 1)
    (hu : u ⬝ᵥ u = 1) :
    ∃ s t : ℝ, 0 < s ∧ 0 < t ∧
      IsPure (blochState (r + s • u)) ∧ IsPure (blochState (r - t • u)) ∧
      blochState r = (t / (s + t)) • blochState (r + s • u)
        + (s / (s + t)) • blochState (r - t • u) := by
  obtain ⟨hs, h1⟩ := (ray_meets_sphere hr hu _).mpr rfl
  -- the other end of the chord is reached along the opposite direction
  have hu' : (-u) ⬝ᵥ (-u) = 1 := by simpa using hu
  obtain ⟨ht, h2⟩ := (ray_meets_sphere hr hu' _).mpr rfl
  rw [smul_neg, ← sub_eq_add_neg] at h2
  generalize chord r u = s at hs h1
  generalize chord r (-u) = t at ht h2
  have hst : s + t ≠ 0 := by positivity
  refine ⟨s, t, hs, ht, (isPure_blochState_iff _).mpr h1, (isPure_blochState_iff _).mpr h2, ?_⟩
  rw [← blochState_mix _ _ (by rw [← add_div, add_comm t s, div_self hst])]
  congr 1
  funext k
  simp only [Pi.add_apply, Pi.sub_apply, Pi.smul_apply, smul_eq_mul]
  field_simp
  ring
```

## (h) Ensembles along different lines share no member

Let u and v be unit vectors with v ≠ u and v ≠ −u, let s ≠ 0, and let s′ be any real number. Show that

ρ(r + s u) ≠ ρ(r + s′ v).

Solution. Suppose the two states are equal. By (e), s u = s′ v. Comparing squared lengths gives s² = s′², so s′ = s or s′ = −s. Dividing by s leaves v = u or v = −u, and both are excluded. In Lean, `hsq` is the comparison of lengths, and the two cases follow it.

The members of the ensemble in (g) are displaced from r by s and by −t along u, and neither number is zero. Ensembles built along u and along v therefore have no pure state in common, although they give the same density matrix and hence the same statistics for every measurement on the spin.

```lean
/-- Displacing `r` along two unit vectors that are neither equal nor opposite never gives the
same state, as long as the first displacement is non-zero. -/
theorem ensembles_disjoint {r u v : Fin 3 → ℝ} (hu : u ⬝ᵥ u = 1) (hv : v ⬝ᵥ v = 1)
    (h1 : v ≠ u) (h2 : v ≠ -u) {s : ℝ} (hs : s ≠ 0) (s' : ℝ) :
    blochState (r + s • u) ≠ blochState (r + s' • v) := by
  intro h
  have he : s • u = s' • v := add_left_cancel (blochState_injective h)
  -- comparing lengths leaves only equal or opposite displacements
  have hsq : s ^ 2 = s' ^ 2 := by
    have hd := congrArg (fun w => w ⬝ᵥ w) he
    simp only [smul_dotProduct, dotProduct_smul, hu, hv, smul_eq_mul, mul_one] at hd
    linear_combination hd
  rcases sq_eq_sq_iff_eq_or_eq_neg.mp hsq with h0 | h0
  · obtain rfl : s' = s := h0.symm
    exact h1 (smul_right_injective _ hs he).symm
  · obtain rfl : s' = -s := by linarith
    apply h2
    apply smul_right_injective _ hs
    change s • v = s • (-u)
    rw [smul_neg, he, neg_smul, neg_neg]
```

## (i) The interior of the ball

Show that r·r < 1 holds exactly when there are Bloch vectors a ≠ b with ρ(a) and ρ(b) pure, and a weight 0 < p < 1, such that

ρ(r) = p ρ(a) + (1 − p) ρ(b).

Solution. If r·r < 1, use (g) with u = (1, 0, 0). The end points differ, because their components along x are r₀ + s and r₀ − t with s, t > 0.

Conversely, (d) and (e) give r = p a + (1 − p) b. Expanding the square and using a·a = b·b = 1 from (c),

r·r = p a·a + (1 − p) b·b − p(1 − p) |a − b|² = 1 − p(1 − p) |a − b|² < 1.

In Lean, `hid` is the expansion and `hd` states that |a − b|² is positive. A pure state thus has no such decomposition into two different pure states.

```lean
/-- A Bloch vector lies strictly inside the unit ball exactly when its state is a strict
convex mixture of two different pure states. -/
theorem interior_iff_mixture (r : Fin 3 → ℝ) :
    r ⬝ᵥ r < 1 ↔ ∃ (a b : Fin 3 → ℝ) (p : ℝ), a ≠ b ∧ 0 < p ∧ p < 1 ∧
      IsPure (blochState a) ∧ IsPure (blochState b) ∧
      blochState r = p • blochState a + (1 - p) • blochState b := by
  constructor
  · intro hr
    obtain ⟨s, t, hs, ht, ha, hb, h⟩ := mixture_along_every_direction (u := ![1, 0, 0]) hr
      (by simp [dotProduct, Fin.sum_univ_three])
    have hw : s / (s + t) = 1 - t / (s + t) := by
      rw [eq_sub_iff_add_eq, ← add_div, div_self (by positivity)]
    refine ⟨_, _, t / (s + t), ?_, by positivity, ?_, ha, hb, hw ▸ h⟩
    · intro hab
      have h0 := congrFun hab 0
      simp only [Pi.add_apply, Pi.sub_apply, Pi.smul_apply, smul_eq_mul,
        Matrix.cons_val_zero, mul_one] at h0
      linarith
    · have hpos : 0 < s / (s + t) := by positivity
      linarith
  · rintro ⟨a, b, p, hab, hp, hp1, ha, hb, h⟩
    rw [isPure_blochState_iff] at ha hb
    rw [← blochState_mix a b (by ring)] at h
    rw [blochState_injective h]
    -- the squared length is the weighted mean of the two squared lengths, less
    -- `p * (1 - p)` times the squared distance between `a` and `b`
    have hid : (p • a + (1 - p) • b) ⬝ᵥ (p • a + (1 - p) • b)
        = p * (a ⬝ᵥ a) + (1 - p) * (b ⬝ᵥ b) - p * (1 - p) * ((a - b) ⬝ᵥ (a - b)) := by
      simp only [dotProduct, Fin.sum_univ_three, Pi.add_apply, Pi.sub_apply, Pi.smul_apply,
        smul_eq_mul]
      ring
    have hd : 0 < (a - b) ⬝ᵥ (a - b) := by
      refine lt_of_le_of_ne ?_ fun h0 =>
        hab (sub_eq_zero.mp (dotProduct_self_eq_zero.mp h0.symm))
      exact Finset.sum_nonneg fun i _ => mul_self_nonneg _
    have hpos := mul_pos (mul_pos hp (sub_pos.mpr hp1)) hd
    rw [hid, ha, hb]
    linarith

end

end BlochEnsembles
```

```lean
#print axioms BlochEnsembles.mixture_along_every_direction
-- 'BlochEnsembles.mixture_along_every_direction' depends on axioms: [propext, Classical.choice, Quot.sound]
#print axioms BlochEnsembles.ensembles_disjoint
-- 'BlochEnsembles.ensembles_disjoint' depends on axioms: [propext, Classical.choice, Quot.sound]
#print axioms BlochEnsembles.interior_iff_mixture
-- 'BlochEnsembles.interior_iff_mixture' depends on axioms: [propext, Classical.choice, Quot.sound]
```
